# The squared norm of a finite real combination of orthonormal orbitals is the sum of its squared coefficients

The lemma concerns a finite family of real orbitals `χ a`, given by their values on a finite set `S` and orthonormal under the dot product. For any real coefficients `c a`, it states that the squared norm of the combination ∑ₐ cₐχₐ, summed over the points of `S`, equals ∑ₐ cₐ². The combination itself need not be normalised. The proof first expands the squared norm into a double sum of coefficients times overlaps `χ a ⬝ᵥ χ b`, exchanging the order of summation along the way, and then uses orthonormality to simplify that double sum.

The first attempt, which Lean rejects:

```lean
import Mathlib

open Matrix

namespace NormCombination

noncomputable section

variable {S O V : Type*} [Fintype S] [Fintype O] [Fintype V]

variable (φ : O → S → ℝ) (χ : V → S → ℝ) (e : O → ℝ) (ε : V → ℝ) (u : S → ℝ)

/-- The squared norm of a combination of orthonormal orbitals is the sum of its squared
coefficients. -/
theorem norm_combination [DecidableEq V]
    (hχ : ∀ a b, χ a ⬝ᵥ χ b = if a = b then 1 else 0) (c : V → ℝ) :
    ∑ x, (∑ a, c a * χ a x) ^ 2 = ∑ a, c a ^ 2 := by
  have h : ∑ x, (∑ a, c a * χ a x) ^ 2 = ∑ a, ∑ b, c a * c b * (χ a ⬝ᵥ χ b) := by
    simp only [sq, Finset.sum_mul_sum, dotProduct, Finset.mul_sum]
    refine Finset.sum_comm.trans (Finset.sum_congr rfl fun a _ =>
      Finset.sum_comm.trans (Finset.sum_congr rfl fun b _ =>
        Finset.sum_congr rfl fun x _ => ?_))
    ring
  rw [h]
  simp [hχ, sq]

end

end NormCombination
```

The error:

```
Main.lean:21:6: error: Type mismatch
  Eq.trans Finset.sum_comm (Finset.sum_congr rfl fun b x => Finset.sum_congr rfl fun x_1 x_2 => ?m.210)
has type
  ∑ x ∈ ?m.207, ∑ y ∈ ?m.186, ?m.173 x y = ∑ b ∈ ?m.186, Finset.sum ?m.207 (?m.203 b)
but is expected to have type
  ∑ x, (∑ a, c a * χ a x) * (c a * χ a x) = ∑ b, ∑ i, c a * c b * (χ a i * χ b i)
Main.lean:19:19: warning: This simp argument is unused:
  Finset.sum_mul_sum

Hint: Omit it from the simp argument list.
  [apply] simp only [sq, dotProduct, Finset.mul_sum]

Note: This linter can be disabled with `set_option linter.unusedSimpArgs false`
```

What went wrong. The type mismatch arises at the second use of `Finset.sum_comm`, which needs a sum whose summand is itself a sum. The expected type shows instead a sum over `x` of a product, `(∑ a, c a * χ a x) * (c a * χ a x)`, whose left factor is still an unexpanded sum.

The `simp only` call left it so. After `sq` turned the square into a product of two sums, `Finset.mul_sum` distributed the product over the right-hand sum. `Finset.sum_mul_sum` needs both factors to be sums, so it no longer applied, and the warning accordingly reports it as unused. Nothing else in the list could expand a sum on the left of a product.

The repair replaces `Finset.sum_mul_sum` with `Finset.sum_mul`, which does exactly that. Together with `Finset.mul_sum` it expands the square fully, leaving a triple sum over `x` and two orbital indices. Both exchanges of summation then fit, and `ring` proves the remaining equality between summands.

As a diff, the version that Lean accepts:

```diff
@@ -17,5 +17,5 @@
     ∑ x, (∑ a, c a * χ a x) ^ 2 = ∑ a, c a ^ 2 := by
   have h : ∑ x, (∑ a, c a * χ a x) ^ 2 = ∑ a, ∑ b, c a * c b * (χ a ⬝ᵥ χ b) := by
-    simp only [sq, Finset.sum_mul_sum, dotProduct, Finset.mul_sum]
+    simp only [sq, Finset.sum_mul, dotProduct, Finset.mul_sum]
     refine Finset.sum_comm.trans (Finset.sum_congr rfl fun a _ =>
       Finset.sum_comm.trans (Finset.sum_congr rfl fun b _ =>
```
